# Hermite normal form in two dimensions: one reduced cell for each nonsingular superlattice, and a divisor-sum count

One way to search for ordered adsorbate layers or two-dimensional alloys is to list the supercells that contain N primitive cells and to try arrangements of atoms in each. Different integer matrices can describe the same superlattice, so a list without repetitions needs one representative of each. For a two-dimensional lattice, without using its point-group symmetry, the reduced cells below provide it.

## Reducing and counting the cells by hand

Let the columns of an integer matrix M be the supercell vectors, in coordinates along the primitive lattice vectors, with det M ≠ 0. The supercell has |det M| times the area of the primitive cell, so |det M| is the number N of primitive cells that it contains. Its superlattice is the set of points M v with v an integer vector. The claim is that some integer U with det U = ±1 gives, with rows separated by semicolons,

M U = [a, b; 0, d], a, d > 0, 0 ≤ b < a, a d = |det M|.

Number rows and columns from 0. Let g be the greatest common divisor of the bottom row, which is nonzero because det M ≠ 0. Write M₁₀ = g r and M₁₁ = g s. Bézout's identity g = M₁₀ x + M₁₁ y, divided by g, gives r x + s y = 1. Hence U₀ = [s, x; −r, y] has determinant 1, and the lower left entry of M U₀ is

M₁₀ s − M₁₁ r = g r s − g s r = 0.

So M U₀ = [p, q; 0, t] with p t = det M ≠ 0. Choose signs e, f = ±1 that make a = p e and d = t f positive, and divide with remainder: q f = a k + b, 0 ≤ b < a. Then

[p, q; 0, t] [e, −e k; 0, f] = [p e, q f − a k; 0, t f] = [a, b; 0, d].

The second factor has determinant e f = ±1, and a d = |p t| = |det M|.

The superlattice is unchanged: M U v = M (U v), and M v = (M U)(U⁻¹ v), where U⁻¹ is an integer matrix because det U = ±1.

Now let (a, b, d) and (a′, b′, d′) be reduced cells of the same superlattice, whose points are (a x + b y, d y) with new integers x, y. For the point (a′, 0), d y = 0 forces y = 0, so a divides a′. The point (b′, d′) shows that d divides d′. Exchanging the cells gives the reverse divisibilities, so a = a′ and d = d′. Then y = 1 in the second point and b′ − b = a x. Since |b′ − b| < a, x = 0 and b = b′.

For |det M| = N > 0, each divisor a of N fixes d = N/a and leaves a values of b. The number of superlattices is therefore the sum of the divisors of N; for N = 2 it is 1 + 2 = 3.

## Cells and superlattices as integer objects

In Lean 4 with Mathlib:

```lean
import Mathlib

open Matrix

namespace SupercellHermiteForm
```

All entries are integers, so no lengths or angles enter. "Reduced" refers to the inequalities on a, b and d, not to short vectors.

```lean
/-- The cell with vectors `(a, 0)` and `(b, d)`, written as the columns of a matrix. -/
def cell (a b d : ℤ) : Matrix (Fin 2) (Fin 2) ℤ := !![a, b; 0, d]

/-- The conditions for a reduced cell: `a` and `d` are positive and `0 ≤ b < a`. -/
def IsReduced (a b d : ℤ) : Prop := 0 < a ∧ 0 < d ∧ 0 ≤ b ∧ b < a
```

The superlattice is a plain set of integer vectors, and `*ᵥ` is matrix times vector.

```lean
/-- The superlattice of `M`: all integer combinations of the columns of `M`. -/
def superlattice (M : Matrix (Fin 2) (Fin 2) ℤ) : Set (Fin 2 → ℤ) :=
  Set.range fun x => M *ᵥ x
```

Modelling superlattices as subgroups of ℤ² of index N would make the statement of the count independent of matrices. Linking it to the matrices used here would take proofs that each such subgroup has two generating vectors and that the index equals |det M|.

## Bringing a supercell to reduced form

The first lemma constructs U₀. It has no determinant hypothesis, so it treats a zero bottom row separately, with the identity matrix.

```lean
/-- A change of cell vectors of determinant one brings the first vector onto the first axis. -/
theorem exists_first_vector_on_axis (M : Matrix (Fin 2) (Fin 2) ℤ) :
    ∃ U : Matrix (Fin 2) (Fin 2) ℤ, U.det = 1 ∧ (M * U) 1 0 = 0 := by
  obtain ⟨x, y, hxy⟩ : ∃ x y : ℤ,
      (Int.gcd (M 1 0) (M 1 1) : ℤ) = M 1 0 * x + M 1 1 * y :=
    ⟨_, _, Int.gcd_eq_gcd_ab _ _⟩
  obtain ⟨r, hr⟩ : (Int.gcd (M 1 0) (M 1 1) : ℤ) ∣ M 1 0 := Int.gcd_dvd_left ..
  obtain ⟨s, hs⟩ : (Int.gcd (M 1 0) (M 1 1) : ℤ) ∣ M 1 1 := Int.gcd_dvd_right ..
  by_cases hg : (Int.gcd (M 1 0) (M 1 1) : ℤ) = 0
  · refine ⟨1, Matrix.det_one, ?_⟩
    rw [mul_one, hr, hg, zero_mul]
  · -- `r, s` is the bottom row divided by its gcd; this identity gives determinant one below
    have h1 : r * x + s * y = 1 := by
      apply mul_left_cancel₀ hg
      linear_combination -x * hr - y * hs - hxy
    refine ⟨!![s, x; -r, y], ?_, ?_⟩
    · rw [Matrix.det_fin_two_of]
      linear_combination h1
    · rw [Matrix.mul_apply, Fin.sum_univ_two]
      change M 1 0 * s + M 1 1 * (-r) = 0
      linear_combination s * hr - r * hs
```

The main theorem names the entries p, q, t, picks the signs with `sgn`, and uses integer quotient and remainder for k and b.

```lean
/-- Hermite normal form: every supercell matrix of nonzero determinant is brought to a reduced
cell by an integer change of cell vectors of determinant `1` or `-1`, and `a d = |det M|`. -/
theorem exists_reduced_cell (M : Matrix (Fin 2) (Fin 2) ℤ) (hM : M.det ≠ 0) :
    ∃ (U : Matrix (Fin 2) (Fin 2) ℤ) (a b d : ℤ), (U.det = 1 ∨ U.det = -1) ∧
      IsReduced a b d ∧ M * U = cell a b d ∧ a * d = |M.det| := by
  obtain ⟨U₀, hU₀, h10⟩ := exists_first_vector_on_axis M
  obtain ⟨p, q, t, hT⟩ : ∃ p q t : ℤ, M * U₀ = !![p, q; 0, t] :=
    ⟨(M * U₀) 0 0, (M * U₀) 0 1, (M * U₀) 1 1, by
      have h := Matrix.eta_fin_two (M * U₀)
      rwa [h10] at h⟩
  have hdet : M.det = p * t := by
    have h : (M * U₀).det = M.det := by rw [Matrix.det_mul, hU₀, mul_one]
    rw [← h, hT, Matrix.det_fin_two_of]
    ring
  have hpt : p * t ≠ 0 := hdet ▸ hM
  have sgn : ∀ z : ℤ, z ≠ 0 → ∃ e : ℤ, (e = 1 ∨ e = -1) ∧ 0 < z * e := by
    intro z hz
    rcases lt_or_gt_of_ne hz with h | h
    · exact ⟨-1, Or.inr rfl, by linarith⟩
    · exact ⟨1, Or.inl rfl, by linarith⟩
  obtain ⟨e, he, hpe⟩ := sgn p (left_ne_zero_of_mul hpt)
  obtain ⟨f, hf, htf⟩ := sgn t (right_ne_zero_of_mul hpt)
  -- fix the signs and reduce the offset modulo the first cell length
  refine ⟨U₀ * !![e, -(e * (q * f / (p * e))); 0, f], p * e, q * f % (p * e), t * f,
    ?_, ⟨hpe, htf, Int.emod_nonneg _ hpe.ne', Int.emod_lt_of_pos _ hpe⟩, ?_, ?_⟩
  · rw [Matrix.det_mul, hU₀, Matrix.det_fin_two_of]
    rcases he with rfl | rfl <;> rcases hf with rfl | rfl <;> simp
  · have h1 : p * -(e * (q * f / (p * e))) + q * f = q * f % (p * e) := by
      rw [Int.emod_def]
      ring
    rw [← mul_assoc, hT, cell, Matrix.mul_fin_two]
    simp only [mul_zero, zero_mul, add_zero, zero_add, h1]
  · calc p * e * (t * f) = |p * e * (t * f)| := (abs_of_pos (mul_pos hpe htf)).symm
      _ = |M.det| := by
        rw [hdet]
        rcases he with rfl | rfl <;> rcases hf with rfl | rfl <;> simp [abs_mul]
```

## One reduced cell per superlattice

The next two lemmas are the invariance under U and the coordinate description of the points.

```lean
/-- An integer change of cell vectors of determinant `1` or `-1` keeps the superlattice. -/
theorem superlattice_mul (M : Matrix (Fin 2) (Fin 2) ℤ) {U : Matrix (Fin 2) (Fin 2) ℤ}
    (hU : U.det = 1 ∨ U.det = -1) : superlattice (M * U) = superlattice M := by
  ext v
  constructor
  · rintro ⟨x, rfl⟩
    exact ⟨U *ᵥ x, Matrix.mulVec_mulVec _ _ _⟩
  · rintro ⟨x, rfl⟩
    refine ⟨U⁻¹ *ᵥ x, ?_⟩
    change (M * U) *ᵥ (U⁻¹ *ᵥ x) = M *ᵥ x
    rw [Matrix.mulVec_mulVec, mul_assoc,
      Matrix.mul_nonsing_inv U (Int.isUnit_iff.mpr hU), mul_one]

/-- The points of the superlattice of `cell a b d` are `(a x + b y, d y)` with integer `x, y`. -/
theorem mem_superlattice_cell (a b d : ℤ) (v : Fin 2 → ℤ) :
    v ∈ superlattice (cell a b d) ↔ ∃ x y : ℤ, v 0 = a * x + b * y ∧ v 1 = d * y := by
  constructor
  · rintro ⟨w, rfl⟩
    exact ⟨w 0, w 1, by simp [cell, Matrix.mulVec, dotProduct, Fin.sum_univ_two],
      by simp [cell, Matrix.mulVec, dotProduct, Fin.sum_univ_two]⟩
  · rintro ⟨x, y, h0, h1⟩
    refine ⟨![x, y], ?_⟩
    ext i
    fin_cases i <;> simp [cell, Matrix.mulVec, dotProduct, Fin.sum_univ_two, h0, h1]
```

In the uniqueness proof, `key` extracts the divisibilities and is applied in both directions. The two `nlinarith` calls exclude x ≥ 1 and x ≤ −1.

```lean
/-- Two reduced cells with the same superlattice are equal. -/
theorem reduced_cell_unique {a b d a' b' d' : ℤ} (h : IsReduced a b d)
    (h' : IsReduced a' b' d')
    (hL : superlattice (cell a b d) = superlattice (cell a' b' d')) :
    a = a' ∧ b = b' ∧ d = d' := by
  -- express the vectors of one cell through those of the other
  have key : ∀ {a b d a' b' d' : ℤ}, 0 < d →
      superlattice (cell a b d) = superlattice (cell a' b' d') →
      a ∣ a' ∧ ∃ x y : ℤ, b' = a * x + b * y ∧ d' = d * y := by
    intro a b d a' b' d' hd hL
    have h1 : ![a', 0] ∈ superlattice (cell a b d) := by
      rw [hL, mem_superlattice_cell]
      exact ⟨1, 0, by simp, by simp⟩
    have h2 : ![b', d'] ∈ superlattice (cell a b d) := by
      rw [hL, mem_superlattice_cell]
      exact ⟨0, 1, by simp, by simp⟩
    rw [mem_superlattice_cell] at h1 h2
    obtain ⟨x, y, hx, hy⟩ := h1
    change a' = a * x + b * y at hx
    change 0 = d * y at hy
    have hy0 : y = 0 := (mul_eq_zero.mp hy.symm).resolve_left hd.ne'
    exact ⟨⟨x, by rw [hx, hy0, mul_zero, add_zero]⟩, h2⟩
  obtain ⟨ha, hd, hb, hba⟩ := h
  obtain ⟨ha', hd', hb', hba'⟩ := h'
  obtain ⟨h1, x, y, hx, hy⟩ := key hd hL
  obtain ⟨h2, _, z, _, hz⟩ := key hd' hL.symm
  have haa : a = a' := Int.dvd_antisymm ha.le ha'.le h1 h2
  have hdd : d = d' := Int.dvd_antisymm hd.le hd'.le ⟨y, hy⟩ ⟨z, hz⟩
  have hy1 : y = 1 := by
    apply mul_left_cancel₀ hd.ne'
    linarith
  rw [hy1, mul_one] at hx
  -- the two offsets differ by a multiple of `a` smaller than `a`
  have hx1 : x < 1 := by
    by_contra hc
    nlinarith
  have hx2 : -1 < x := by
    by_contra hc
    nlinarith
  have hx0 : x = 0 := by omega
  exact ⟨haa, by rw [hx, hx0, mul_zero, zero_add], hdd⟩
```

## Counting superlattices with |det M| = N

The finite set `S` lists the pairs (a, b), and `F` sends each to its superlattice. Uniqueness makes `F` injective on `S` (`hinj`); existence and invariance show that its image is the whole family (`himg`). The cardinality `encard` takes the value ∞ on infinite sets, so the equation also says that the family is finite.

```lean
/-- For `N > 0`, the number of distinct superlattices generated by integer matrices with
`|det M| = N` is the sum of the divisors of `N`. -/
theorem card_superlattices (N : ℕ) (hN : 0 < N) :
    {L | ∃ M : Matrix (Fin 2) (Fin 2) ℤ, |M.det| = (N : ℤ) ∧ superlattice M = L}.encard
      = ((∑ a ∈ N.divisors, a : ℕ) : ℕ∞) := by
  let S : Finset ((_ : ℕ) × ℕ) := N.divisors.sigma fun a => Finset.range a
  let F : ((_ : ℕ) × ℕ) → Set (Fin 2 → ℤ) :=
    fun p => superlattice (cell p.1 p.2 ((N / p.1 : ℕ) : ℤ))
  have hS : ∀ a b : ℕ, (⟨a, b⟩ : (_ : ℕ) × ℕ) ∈ S ↔ a ∣ N ∧ b < a := by
    intro a b
    simp [S, hN.ne']
  have hred : ∀ a b : ℕ, a ∣ N → b < a → IsReduced a b ((N / a : ℕ) : ℤ) := by
    intro a b hd hb
    have ha : 0 < a := by omega
    have hq : 0 < N / a := Nat.div_pos (Nat.le_of_dvd hN hd) ha
    exact ⟨by exact_mod_cast ha, by exact_mod_cast hq, by positivity, by exact_mod_cast hb⟩
  have hinj : Set.InjOn F (S : Set ((_ : ℕ) × ℕ)) := by
    rintro ⟨a, b⟩ h ⟨a', b'⟩ h' hF
    obtain ⟨h1, h2⟩ := (hS a b).mp h
    obtain ⟨h1', h2'⟩ := (hS a' b').mp h'
    obtain ⟨e1, e2, _⟩ := reduced_cell_unique (hred a b h1 h2) (hred a' b' h1' h2') hF
    obtain rfl : a = a' := by exact_mod_cast e1
    obtain rfl : b = b' := by exact_mod_cast e2
    rfl
  -- the superlattices are exactly those of the listed reduced cells
  have himg : {L | ∃ M : Matrix (Fin 2) (Fin 2) ℤ, |M.det| = (N : ℤ) ∧ superlattice M = L}
      = F '' (S : Set ((_ : ℕ) × ℕ)) := by
    ext L
    constructor
    · rintro ⟨M, hM, rfl⟩
      have hM0 : M.det ≠ 0 := abs_pos.mp (by rw [hM]; exact_mod_cast hN)
      obtain ⟨U, a, b, d, hU, ⟨ha, hd, hb, hba⟩, hMU, had⟩ := exists_reduced_cell M hM0
      lift a to ℕ using ha.le
      lift b to ℕ using hb
      lift d to ℕ using hd.le
      have hN' : a * d = N := by exact_mod_cast had.trans hM
      have hq : N / a = d := by
        rw [← hN']
        exact Nat.mul_div_cancel_left d (by exact_mod_cast ha)
      refine ⟨⟨a, b⟩, (hS a b).mpr ⟨⟨d, hN'.symm⟩, by exact_mod_cast hba⟩, ?_⟩
      change superlattice (cell a b ((N / a : ℕ) : ℤ)) = superlattice M
      rw [hq, ← hMU, superlattice_mul M hU]
    · rintro ⟨⟨a, b⟩, h, rfl⟩
      have hc : a * (N / a) = N := Nat.mul_div_cancel' ((hS a b).mp h).1
      refine ⟨cell a b ((N / a : ℕ) : ℤ), ?_, rfl⟩
      rw [cell, Matrix.det_fin_two_of, mul_zero, sub_zero, ← Nat.cast_mul, hc, Nat.abs_cast]
  rw [himg, hinj.encard_image, Set.encard_coe_eq_coe_finsetCard]
  simp [S, Finset.card_sigma]

end SupercellHermiteForm
```

Superlattices related by a rotation or reflection of the crystal are counted separately, and three-dimensional cells are not treated.

```lean
#print axioms SupercellHermiteForm.exists_reduced_cell
-- 'SupercellHermiteForm.exists_reduced_cell' depends on axioms: [propext, Classical.choice, Quot.sound]
#print axioms SupercellHermiteForm.card_superlattices
-- 'SupercellHermiteForm.card_superlattices' depends on axioms: [propext, Classical.choice, Quot.sound]
```
